# A Darboux step from a bound state at $-\kappa^2$ lowers $\int V^2$ by $16\kappa^3/3$

Let $\kappa$ be real and let $W$ be a real differentiable function on the line with $W\to\mp\kappa$ as $x\to\mp\infty$. Put $V=W^2-W'-\kappa^2$ and $V_1=W^2+W'-\kappa^2$, both square-integrable; the Darboux step is the passage from $V$ to $V_1$. Then
$$\int V^2\,dx-\int V_1^2\,dx=\frac{16\kappa^3}{3},\qquad \kappa^3\le\frac{3}{16}\int V^2\,dx,$$
with equality for $W=\kappa\tanh\kappa x$, $\kappa>0$. For $\kappa>0$ the function $\psi(x)=\exp\big(-\int_0^xW\big)$ obeys $\psi'=-W\psi$ and decays exponentially at both ends, so by part (a) it is a bound state of one particle on the line in the potential $V$ at energy $-\kappa^2$, and the bound limits the depth $\kappa^2$ of this level; the decay of $\psi$ is not formalised below. For $\kappa<0$ this $\psi$ grows at both ends, the difference of the integrals is negative (the step raises the integral), and the bound is trivial.

## Setting

Units are $\hbar^2/2m=1$, so the Hamiltonian is $-d^2/dx^2+V$.

In Lean 4 with Mathlib:

```lean
import Mathlib

open MeasureTheory Filter Topology

namespace DarbouxTrace

noncomputable section
```

`potential` is $V$, `partner` is $V_1$, and `lower` applies $A=d/dx+W$ to a real function $\psi$.

```lean
/-- The potential `V = W² - W' - κ²` built from the superpotential `W`. -/
def potential (κ : ℝ) (W : ℝ → ℝ) (x : ℝ) : ℝ := W x ^ 2 - deriv W x - κ ^ 2

/-- The Darboux partner potential `V₁ = W² + W' - κ²`. -/
def partner (κ : ℝ) (W : ℝ → ℝ) (x : ℝ) : ℝ := W x ^ 2 + deriv W x - κ ^ 2

/-- The first-order operator `A = d/dx + W` applied to `ψ`. -/
def lower (W ψ : ℝ → ℝ) (x : ℝ) : ℝ := deriv ψ x + W x * ψ x
```

`Solves V E ψ` is the pointwise equation $-\psi''+V\psi=E\psi$ at energy $E$. It imposes no normalisability and admits $\psi=0$.

```lean
/-- `ψ` is twice differentiable and solves `-ψ'' + V ψ = E ψ` on the whole line. -/
def Solves (V : ℝ → ℝ) (E : ℝ) (ψ : ℝ → ℝ) : Prop :=
  Differentiable ℝ ψ ∧ Differentiable ℝ (deriv ψ) ∧
    ∀ x, -deriv (deriv ψ) x + V x * ψ x = E * ψ x
```

`primitive` is $F=4\kappa^2W-\tfrac43W^3$, and `kink` is $\kappa\tanh\kappa x$.

```lean
/-- The function `4κ²W - (4/3)W³`. -/
def primitive (κ : ℝ) (W : ℝ → ℝ) (x : ℝ) : ℝ := 4 * κ ^ 2 * W x - 4 / 3 * W x ^ 3

/-- The superpotential `W(x) = κ tanh(κx)`. -/
def kink (κ x : ℝ) : ℝ := κ * Real.tanh (κ * x)
```

`DarbouxStep` collects the hypotheses of the opening statement. It fixes no sign of $\kappa$ and asks no continuity of $W'$. For $\kappa\ne0$ the opposite limits exclude Darboux transformations in which $W$ has the same limit at both ends.

```lean
/-- `W` is differentiable, tends to `-κ` at `-∞` and to `κ` at `+∞`, and the squares of
`V` and `V₁` are integrable. -/
structure DarbouxStep (κ : ℝ) (W : ℝ → ℝ) : Prop where
  diff : Differentiable ℝ W
  bot : Tendsto W atBot (𝓝 (-κ))
  top : Tendsto W atTop (𝓝 κ)
  sqV : Integrable fun x => potential κ W x ^ 2
  sqV1 : Integrable fun x => partner κ W x ^ 2
```

## (a) Zero mode

**Task.** For differentiable $W$ and $\psi$, show that $A\psi=0$ gives a solution for $V$ at $E=-\kappa^2$.

**Solution.** From $\psi'=-W\psi$ follows $\psi''=-W'\psi-W\psi'=(W^2-W')\psi$, so $-\psi''+V\psi=-\kappa^2\psi$. In the code `e` is the first equation and `hd` the product rule.

```lean
variable {κ E : ℝ} {W ψ φ : ℝ → ℝ}

/-- A function annihilated by `A` solves the Schrödinger equation of `V` at energy `-κ²`. -/
theorem zero_mode (hW : Differentiable ℝ W) (hψ : Differentiable ℝ ψ)
    (hA : ∀ x, lower W ψ x = 0) : Solves (potential κ W) (-κ ^ 2) ψ := by
  have e : ∀ y, deriv ψ y = -(W y * ψ y) := fun y => by
    have := hA y
    unfold lower at this
    linarith
  have hd : ∀ x, HasDerivAt (deriv ψ) (-(deriv W x * ψ x + W x * deriv ψ x)) x := fun x =>
    (((hW x).hasDerivAt.fun_mul (hψ x).hasDerivAt).fun_neg).congr_of_eventuallyEq
      (Eventually.of_forall e)
  refine ⟨hψ, fun x => (hd x).differentiableAt, fun x => ?_⟩
  rw [(hd x).deriv, e x]
  unfold potential
  ring
```

## (b) Intertwining

**Task.** For differentiable $W$, let $\varphi$ solve the equation for $V$ at energy $E$. Show that $A\varphi$ solves it for $V_1$ at $E$.

**Solution.** Insert $\varphi''=(V-E)\varphi$:
$$(A\varphi)'=\varphi''+W'\varphi+W\varphi'=(W^2-\kappa^2-E)\varphi+W\varphi'.$$
Here $W'$ has cancelled, so $W''$ is never needed. Differentiating again,
$$(A\varphi)''=2WW'\varphi+W(V-E)\varphi+(W^2+W'-\kappa^2-E)\varphi'=(V_1-E)A\varphi,$$
because $V+2W'=V_1$. These are `d1` and `d2`; each `linear_combination` inserts the equation for $\varphi$.

```lean
/-- `A` maps a solution for `V` at energy `E` to a solution for `V₁` at the same energy. -/
theorem intertwine (hW : Differentiable ℝ W) (hφ : Solves (potential κ W) E φ) :
    Solves (partner κ W) E (lower W φ) := by
  obtain ⟨h1, h2, h3⟩ := hφ
  -- the equation for φ removes both φ'' and W' from (Aφ)'
  have d1 : ∀ x, HasDerivAt (lower W φ)
      ((W x * W x - (κ ^ 2 + E)) * φ x + W x * deriv φ x) x := fun x => by
    have a := (h2 x).hasDerivAt.fun_add ((hW x).hasDerivAt.fun_mul (h1 x).hasDerivAt)
    have b := h3 x
    unfold potential at b
    exact HasDerivAt.congr_deriv a (by linear_combination -b)
  have d2 : ∀ x, HasDerivAt (deriv (lower W φ))
      ((partner κ W x - E) * lower W φ x) x := fun x => by
    have w := (hW x).hasDerivAt
    have a := (((w.fun_mul w).sub_const (κ ^ 2 + E)).fun_mul (h1 x).hasDerivAt).fun_add
      (w.fun_mul (h2 x).hasDerivAt)
    have b := h3 x
    unfold potential at b
    refine (a.congr_of_eventuallyEq
      (Eventually.of_forall fun y => (d1 y).deriv)).congr_deriv ?_
    simp only [partner, lower]
    linear_combination (-W x) * b
  refine ⟨fun x => (d1 x).differentiableAt, fun x => (d2 x).differentiableAt, fun x => ?_⟩
  rw [(d2 x).deriv]
  ring
```

## (c) Total derivative

**Task.** Show $F'=V^2-V_1^2$ for differentiable $W$.

**Solution.** $V^2-V_1^2=(V-V_1)(V+V_1)=(-2W')\cdot2(W^2-\kappa^2)=4\kappa^2W'-4W^2W'=F'$. The code differentiates $W^3$ as a triple product.

```lean
/-- `V² - V₁²` is the derivative of `4κ²W - (4/3)W³`. -/
theorem hasDerivAt_primitive (hW : Differentiable ℝ W) (x : ℝ) :
    HasDerivAt (primitive κ W) (potential κ W x ^ 2 - partner κ W x ^ 2) x := by
  have w := (hW x).hasDerivAt
  have a := (w.const_mul (4 * κ ^ 2)).fun_sub (((w.fun_mul w).fun_mul w).const_mul (4 / 3))
  have e : ∀ y, primitive κ W y = 4 * κ ^ 2 * W y - 4 / 3 * (W y * W y * W y) := fun y => by
    unfold primitive
    ring
  refine (a.congr_of_eventuallyEq (Eventually.of_forall e)).congr_deriv ?_
  simp only [potential, partner]
  ring
```

## (d) The identity

**Task.** For a Darboux step, show $\int V^2-\int V_1^2=16\kappa^3/3$.

**Solution.** $F\to4\kappa^3-\tfrac43\kappa^3=\tfrac83\kappa^3$ at $+\infty$ (`ht`) and $F\to-\tfrac83\kappa^3$ at $-\infty$ (`hb`). Since $F'$ is integrable (`hi`), its integral over the line is the difference $16\kappa^3/3$ of the limits, by `integral_of_hasDerivAt_of_tendsto`. At $\kappa=0$ the statement reads $\int V^2=\int V_1^2$.

```lean
/-- For one Darboux step, `∫ V² - ∫ V₁² = 16κ³/3`. -/
theorem trace_step (h : DarbouxStep κ W) :
    (∫ x, potential κ W x ^ 2) - (∫ x, partner κ W x ^ 2) = 16 * κ ^ 3 / 3 := by
  have hi : Integrable fun x => potential κ W x ^ 2 - partner κ W x ^ 2 := h.sqV.sub h.sqV1
  have hb : Tendsto (primitive κ W) atBot (𝓝 (4 * κ ^ 2 * (-κ) - 4 / 3 * (-κ) ^ 3)) :=
    (h.bot.const_mul _).sub ((h.bot.pow 3).const_mul _)
  have ht : Tendsto (primitive κ W) atTop (𝓝 (4 * κ ^ 2 * κ - 4 / 3 * κ ^ 3)) :=
    (h.top.const_mul _).sub ((h.top.pow 3).const_mul _)
  -- integrate the total derivative over the line
  rw [← integral_sub h.sqV h.sqV1]
  exact (integral_of_hasDerivAt_of_tendsto (hasDerivAt_primitive h.diff) hi hb ht).trans
    (by ring)
```

## (e) The bound

**Task.** Deduce $\kappa^3\le\tfrac3{16}\int V^2$.

**Solution.** Drop $\int V_1^2\ge0$ (`h0`) in (d). For $\kappa\le0$ the inequality is trivial.

```lean
/-- For one Darboux step, `κ³ ≤ (3/16) ∫ V²`. -/
theorem one_step_bound (h : DarbouxStep κ W) :
    κ ^ 3 ≤ 3 / 16 * ∫ x, potential κ W x ^ 2 := by
  have h0 : 0 ≤ ∫ x, partner κ W x ^ 2 := integral_nonneg fun x => sq_nonneg _
  linarith [trace_step h]
```

## (f) Equality

**Task.** If moreover $W'$ is continuous, show that equality holds exactly when $V_1(x)=0$ for all $x$.

**Solution.** By (d), equality means $\int V_1^2=0$. A nonnegative integrable function with zero integral vanishes almost everywhere (`hae`), and $V_1^2$ is continuous (`hc`), so it vanishes everywhere. Conversely $V_1=0$ has zero integral.

```lean
/-- For continuously differentiable `W`, `κ³ = (3/16) ∫ V²` holds exactly when the partner
potential vanishes everywhere. -/
theorem equality_iff (h : DarbouxStep κ W) (hC : Continuous (deriv W)) :
    κ ^ 3 = 3 / 16 * ∫ x, potential κ W x ^ 2 ↔ ∀ x, partner κ W x = 0 := by
  have ht := trace_step h
  constructor
  · intro he x
    have h0 : ∫ x, partner κ W x ^ 2 = 0 := by linarith
    have hae : (fun x => partner κ W x ^ 2) =ᵐ[volume] fun _ => (0 : ℝ) :=
      (integral_eq_zero_iff_of_nonneg (f := fun x => partner κ W x ^ 2)
        (fun x => sq_nonneg _) h.sqV1).1 h0
    have hc : Continuous fun x => partner κ W x ^ 2 :=
      (((h.diff.continuous.pow 2).add hC).sub continuous_const).pow 2
    have heq : (fun x => partner κ W x ^ 2) = fun _ => (0 : ℝ) := by
      exact Measure.eq_of_ae_eq hae hc continuous_const
    simpa using congrFun heq x
  · intro h0
    have : ∫ x, partner κ W x ^ 2 = 0 := by simp [h0]
    linarith
```

## (g) A chain of steps

**Task.** Take $N+1$ Darboux steps $(\kappa_j,W_j)$, $j=0,\dots,N$, written `k j` and `U j`. Let $V^{(j)}$ be the potential and $V_1^{(j)}$ the partner of step $j$, with $V_1^{(j)}=V^{(j+1)}$ for $j<N$ (`link`). Show
$$\int \big(V^{(0)}\big)^2-\int\big(V_1^{(N)}\big)^2=\frac{16}{3}\sum_{j=0}^N\kappa_j^3,\qquad\sum_{j=0}^N\kappa_j^3\le\frac3{16}\int\big(V^{(0)}\big)^2.$$

**Solution.** Add the identities (d): each intermediate integral enters once with each sign. `key` does this by induction on the last index $n\le N$, and the bound drops the final nonnegative integral. For $N=0$ the claims are (d) and (e).

The inequality has the shape and the constant $3/16$ of the one-dimensional Lieb–Thirring bound on $\sum_j|E_j|^{3/2}$ over negative eigenvalues $E_j$, read with all $\kappa_j>0$ and $E_j=-\kappa_j^2$. The chain, however, is a hypothesis: no theorem here constructs the $W_j$ from a given potential or identifies the $-\kappa_j^2$ with its eigenvalues. The right side contains the whole potential, not its negative part.

```lean
/-- In a chain of Darboux steps where each partner is the next potential, the first potential
and the last partner differ by `(16/3) ∑ κⱼ³` in `∫ V²`, and `∑ κⱼ³ ≤ (3/16) ∫ V₀²`. -/
theorem chain_bound (k : ℕ → ℝ) (U : ℕ → ℝ → ℝ) (N : ℕ)
    (h : ∀ j ≤ N, DarbouxStep (k j) (U j))
    (link : ∀ j < N, partner (k j) (U j) = potential (k (j + 1)) (U (j + 1))) :
    (∫ x, potential (k 0) (U 0) x ^ 2) - (∫ x, partner (k N) (U N) x ^ 2)
        = 16 * (∑ j ∈ Finset.range (N + 1), k j ^ 3) / 3 ∧
      ∑ j ∈ Finset.range (N + 1), k j ^ 3 ≤ 3 / 16 * ∫ x, potential (k 0) (U 0) x ^ 2 := by
  -- the one-step identities telescope
  have key : ∀ n, n ≤ N → (∫ x, potential (k 0) (U 0) x ^ 2) - (∫ x, partner (k n) (U n) x ^ 2)
      = 16 * (∑ j ∈ Finset.range (n + 1), k j ^ 3) / 3 := by
    intro n
    induction n with
    | zero =>
      intro hn
      simp only [zero_add, Finset.sum_range_one]
      exact trace_step (h 0 hn)
    | succ n ih =>
      intro hn
      have i := ih (by omega)
      have t := trace_step (h (n + 1) hn)
      rw [← link n (by omega)] at t
      rw [Finset.sum_range_succ]
      linarith
  have h0 : 0 ≤ ∫ x, partner (k N) (U N) x ^ 2 := integral_nonneg fun x => sq_nonneg _
  exact ⟨key N le_rfl, by linarith [key N le_rfl]⟩
```

## (h) Riccati equation

**Task.** Show that $W=\kappa\tanh\kappa x$ obeys $W'=\kappa^2-W^2$ for every real $\kappa$.

**Solution.** The quotient rule gives $\tanh'y=(\cosh^2y-\sinh^2y)/\cosh^2y=1-\tanh^2y$ (`hT`). The chain rule (`b`) then gives $W'=\kappa^2(1-\tanh^2\kappa x)=\kappa^2-W^2$.

```lean
/-- `W = κ tanh(κx)` obeys the Riccati equation `W' = κ² - W²`. -/
theorem kink_hasDerivAt (κ x : ℝ) : HasDerivAt (kink κ) (κ ^ 2 - kink κ x ^ 2) x := by
  have hT : ∀ y, HasDerivAt Real.tanh (1 - Real.tanh y ^ 2) y := fun y => by
    have c := (Real.cosh_pos y).ne'
    have a := (Real.hasDerivAt_sinh y).fun_div (Real.hasDerivAt_cosh y) c
    refine (a.congr_of_eventuallyEq
      (Eventually.of_forall Real.tanh_eq_sinh_div_cosh)).congr_deriv ?_
    rw [Real.tanh_eq_sinh_div_cosh]
    field_simp
  have hin : HasDerivAt (fun y => κ * y) κ x := by simpa using (hasDerivAt_id x).const_mul κ
  have b : HasDerivAt (fun y => Real.tanh (κ * y)) ((1 - Real.tanh (κ * x) ^ 2) * κ) x :=
    (hT (κ * x)).comp x hin
  exact HasDerivAt.congr_deriv (b.const_mul κ) (by unfold kink; ring)
```

## (i) Limits

**Task.** For $\kappa>0$, show that this $W$ tends to $\mp\kappa$ at $\mp\infty$.

**Solution.** Write $\tanh y=(1-e^{-2y})/(1+e^{-2y})$ (`e`), which tends to $1$ as $y\to+\infty$. For $\kappa>0$, $y=\kappa x\to+\infty$ with $x$, so $W\to\kappa$. Oddness of $W$ gives the other limit.

```lean
/-- For `κ > 0`, `κ tanh(κx)` tends to `-κ` at `-∞` and to `κ` at `+∞`. -/
theorem kink_tendsto (hκ : 0 < κ) :
    Tendsto (kink κ) atBot (𝓝 (-κ)) ∧ Tendsto (kink κ) atTop (𝓝 κ) := by
  have e : ∀ y, (1 - Real.exp (-y) ^ 2) / (1 + Real.exp (-y) ^ 2) = Real.tanh y := fun y => by
    have hne : 1 + Real.exp (-y) ^ 2 ≠ 0 := by positivity
    have m : Real.exp y * Real.exp (-y) = 1 := by rw [← Real.exp_add]; simp
    symm
    rw [Real.tanh_eq_sinh_div_cosh, div_eq_div_iff (Real.cosh_pos y).ne' hne, Real.sinh_eq,
      Real.cosh_eq]
    linear_combination Real.exp (-y) * m
  have u := Real.tendsto_exp_neg_atTop_nhds_zero.pow 2
  have l : Tendsto (fun y => (1 - Real.exp (-y) ^ 2) / (1 + Real.exp (-y) ^ 2)) atTop
      (𝓝 ((1 - 0 ^ 2) / (1 + 0 ^ 2))) := (u.const_sub 1).div (u.const_add 1) (by norm_num)
  have z : ((1 : ℝ) - 0 ^ 2) / (1 + 0 ^ 2) = 1 := by norm_num
  rw [z] at l
  have top : Tendsto (kink κ) atTop (𝓝 κ) := by
    have := ((l.congr e).comp (tendsto_id.const_mul_atTop hκ)).const_mul κ
    rw [mul_one] at this
    exact this
  -- the limit at -∞ follows from oddness
  exact ⟨(top.comp tendsto_neg_atBot_atTop).neg.congr fun x => by simp [kink], top⟩
```

## (j) The saturating well

**Task.** For $\kappa>0$, show that $W=\kappa\tanh\kappa x$ is a Darboux step with $V=-2\kappa^2/\cosh^2\kappa x$, $V_1=0$ and $\kappa^3=\tfrac3{16}\int V^2$.

**Solution.** By (h), $V_1=0$ (`hp`) and $V=2(W^2-\kappa^2)$ (`hv`), and $\tanh^2=1-1/\cosh^2$ gives the closed form. For integrability, (c) gives $F'=V^2\ge0$, continuous, so $\int_{-t}^tV^2\,dx=F(t)-F(-t)$ for real $t$ (`n`). By (i) this converges as $t\to\infty$, hence $V^2$ is integrable (`hi`). Part (d) with $V_1=0$ gives the equality.

```lean
/-- For `κ > 0`, `W = κ tanh(κx)` is a Darboux step with `V = -2κ²/cosh²(κx)`, `V₁ = 0`
and `κ³ = (3/16) ∫ V²`. -/
theorem kink_witness (hκ : 0 < κ) :
    DarbouxStep κ (kink κ) ∧
      (∀ x, potential κ (kink κ) x = -2 * κ ^ 2 / Real.cosh (κ * x) ^ 2) ∧
      (∀ x, partner κ (kink κ) x = 0) ∧
      κ ^ 3 = 3 / 16 * ∫ x, potential κ (kink κ) x ^ 2 := by
  have hd := kink_hasDerivAt κ
  have diff : Differentiable ℝ (kink κ) := fun x => (hd x).differentiableAt
  obtain ⟨bot, top⟩ := kink_tendsto hκ
  have hp : ∀ x, partner κ (kink κ) x = 0 := fun x => by
    unfold partner
    rw [(hd x).deriv]
    ring
  have hv : ∀ x, potential κ (kink κ) x = 2 * (kink κ x ^ 2 - κ ^ 2) := fun x => by
    unfold potential
    rw [(hd x).deriv]
    ring
  have hK := diff.continuous
  have hc : Continuous fun x => potential κ (kink κ) x ^ 2 := by
    simp only [hv]
    fun_prop
  -- V² is the nonnegative derivative of a function with finite limits, hence integrable
  have hF : ∀ x, HasDerivAt (primitive κ (kink κ)) (potential κ (kink κ) x ^ 2) x := fun x =>
    (hasDerivAt_primitive diff x).congr_deriv (by rw [hp]; ring)
  have hb : Tendsto (primitive κ (kink κ)) atBot (𝓝 (4 * κ ^ 2 * (-κ) - 4 / 3 * (-κ) ^ 3)) :=
    (bot.const_mul _).sub ((bot.pow 3).const_mul _)
  have ht : Tendsto (primitive κ (kink κ)) atTop (𝓝 (4 * κ ^ 2 * κ - 4 / 3 * κ ^ 3)) :=
    (top.const_mul _).sub ((top.pow 3).const_mul _)
  have n : ∀ t : ℝ, primitive κ (kink κ) t - primitive κ (kink κ) (-t)
      = ∫ x in (-t)..t, ‖potential κ (kink κ) x ^ 2‖ := fun t => by
    have n0 : ∀ x, ‖potential κ (kink κ) x ^ 2‖ = potential κ (kink κ) x ^ 2 :=
      fun x => Real.norm_of_nonneg (sq_nonneg _)
    simp only [n0]
    exact (intervalIntegral.integral_eq_sub_of_hasDerivAt (fun x _ => hF x)
      (hc.intervalIntegrable _ _)).symm
  have hi : Integrable fun x => potential κ (kink κ) x ^ 2 :=
    integrable_of_intervalIntegral_norm_tendsto (l := atTop) (a := fun t : ℝ => -t)
      (b := fun t : ℝ => t) _ (fun t => (hc.intervalIntegrable _ _).1)
      tendsto_neg_atTop_atBot tendsto_id
      ((ht.sub (hb.comp tendsto_neg_atTop_atBot)).congr n)
  have step : DarbouxStep κ (kink κ) := ⟨diff, bot, top, hi, by simp [hp]⟩
  refine ⟨step, fun x => ?_, hp, ?_⟩
  · have c := (Real.cosh_pos (κ * x)).ne'
    have s : Real.tanh (κ * x) ^ 2 = 1 - 1 / Real.cosh (κ * x) ^ 2 := by
      rw [Real.tanh_eq_sinh_div_cosh, div_pow, Real.sinh_sq]
      field_simp
    rw [hv]
    unfold kink
    linear_combination 2 * κ ^ 2 * s
  · have z : ∫ x, partner κ (kink κ) x ^ 2 = 0 := by simp [hp]
    linarith [trace_step step]

end

end DarbouxTrace
```

```lean
#print axioms DarbouxTrace.intertwine
#print axioms DarbouxTrace.one_step_bound
#print axioms DarbouxTrace.equality_iff
#print axioms DarbouxTrace.chain_bound
```

```
'DarbouxTrace.intertwine' depends on axioms: [propext, Classical.choice, Quot.sound]
'DarbouxTrace.one_step_bound' depends on axioms: [propext, Classical.choice, Quot.sound]
'DarbouxTrace.equality_iff' depends on axioms: [propext, Classical.choice, Quot.sound]
'DarbouxTrace.chain_bound' depends on axioms: [propext, Classical.choice, Quot.sound]
```

## Numerical instance

Substituting $u=\tanh x$ gives $\int\cosh^{-4}x\,dx=\int_{-1}^1(1-u^2)\,du=\tfrac43$. Take $N=1$ with $\kappa_0=2$, $W_0=2\tanh x$ and $\kappa_1=1$, $W_1=\tanh x$. Then
$$V^{(0)}=4\tanh^2x-\frac{2}{\cosh^2x}-4=-\frac{6}{\cosh^2x},\qquad V_1^{(0)}=-\frac{2}{\cosh^2x}=V^{(1)},\qquad V_1^{(1)}=0.$$
The integrals of the squares are $36\cdot\tfrac43=48$, $4\cdot\tfrac43=\tfrac{16}3$ and $0$. The first step gives $48-\tfrac{16}3=\tfrac{128}3=\tfrac{16}{3}\cdot2^3$, and its bound $8\le\tfrac3{16}\cdot48=9$ is strict. The chain gives $2^3+1^3=9$, which is equality.
